# The phase gate exp(iφZ) is diagonal with entries e^{iφ} and e^{−iφ}

For a real angle φ and the Pauli matrix Z = diag(1, −1), the phase gate on a single qubit is the matrix exponential exp(iφZ). The theorem `zRot_eq` says that this gate is the 2 × 2 diagonal matrix with entries e^{iφ} and e^{−iφ}, so the two basis states gain opposite phases. The attempt first writes iφZ as the diagonal matrix of the vector (iφ, −iφ). It then uses `Matrix.exp_diagonal` to move the exponential from the matrix to that vector, and compares the two sides entry by entry.

This version doesn't compile in Lean 4 with Mathlib:

```lean
import Mathlib

open Polynomial

namespace ZRotEq

noncomputable section

/-- The phase gate `exp(i φ Z)`, with `Z` the Pauli matrix `diag(1, -1)`. -/
def zRot (φ : ℝ) : Matrix (Fin 2) (Fin 2) ℂ :=
  NormedSpace.exp (((φ : ℂ) * Complex.I) • !![(1 : ℂ), 0; 0, -1])

/-- The phase gate is the diagonal matrix with entries `e^{iφ}` and `e^{-iφ}`. -/
theorem zRot_eq (φ : ℝ) : zRot φ =
    !![Complex.exp (φ * Complex.I), 0; 0, Complex.exp (-(φ * Complex.I))] := by
  have h : ((φ : ℂ) * Complex.I) • !![(1 : ℂ), 0; 0, -1] =
      Matrix.diagonal ![(φ : ℂ) * Complex.I, -(φ * Complex.I)] := by
    ext i j; fin_cases i <;> fin_cases j <;> simp
  rw [zRot, h, Matrix.exp_diagonal]
  ext i j
  fin_cases i <;> fin_cases j <;> simp [Pi.exp_apply, Complex.exp_eq_exp_ℂ]

end

end ZRotEq
```

Messages:

```
Main.lean:21:40: error(lean.unknownIdentifier): Unknown identifier `Pi.exp_apply`
Main.lean:21:40: error(lean.unknownIdentifier): Unknown identifier `Pi.exp_apply`
Main.lean:21:40: error(lean.unknownIdentifier): Unknown identifier `Pi.exp_apply`
Main.lean:21:40: error(lean.unknownIdentifier): Unknown identifier `Pi.exp_apply`
```

Lean accepts the file once it reads:

```diff
@@ -17,7 +17,16 @@
       Matrix.diagonal ![(φ : ℂ) * Complex.I, -(φ * Complex.I)] := by
     ext i j; fin_cases i <;> fin_cases j <;> simp
-  rw [zRot, h, Matrix.exp_diagonal]
+  -- the exponential of a vector is taken entry by entry
+  have hv : NormedSpace.exp ![(φ : ℂ) * Complex.I, -(φ * Complex.I)] =
+      ![Complex.exp (φ * Complex.I), Complex.exp (-(φ * Complex.I))] := by
+    funext i
+    have h1 : NormedSpace.exp ![(φ : ℂ) * Complex.I, -(φ * Complex.I)] i =
+        NormedSpace.exp (![(φ : ℂ) * Complex.I, -(φ * Complex.I)] i) :=
+      NormedSpace.map_exp (Pi.evalRingHom (fun _ : Fin 2 => ℂ) i) (continuous_apply i) _
+    rw [h1, ← Complex.exp_eq_exp_ℂ]
+    fin_cases i <;> simp
+  rw [zRot, h, Matrix.exp_diagonal, hv]
   ext i j
-  fin_cases i <;> fin_cases j <;> simp [Pi.exp_apply, Complex.exp_eq_exp_ℂ]
+  fin_cases i <;> fin_cases j <;> simp
 
 end
```

Diagnosis. All four messages say the same thing: Lean finds no lemma called `Pi.exp_apply` under that name. The error appears four times because the last `simp` runs once for each entry of the 2 × 2 matrix.

The lemma was meant to fill a real step. After `Matrix.exp_diagonal`, the diagonal holds the exponential of a whole vector, and one still has to know that its entry at `i` is the exponential of the vector's entry at `i`.

The repair proves this as `hv`. Reading off entry `i` is a continuous ring homomorphism, so `NormedSpace.map_exp` lets it pass through the exponential. Rewriting backwards with `Complex.exp_eq_exp_ℂ` then turns `NormedSpace.exp` on the complex numbers into `Complex.exp`, and `simp` checks the two entries.

With `hv` added to the main `rw`, the diagonal already holds the wanted phases. The last `simp` therefore needs neither the missing name nor `Complex.exp_eq_exp_ℂ`, and only compares matrix entries.
